# Leading errors of finite-field polarizabilities from energy and dipole differences

Let $E(F)$ be the energy of a system as a real function of one component $F$ of a static electric field, with the other components equal to zero. In the code $E$ is any function `E : ℝ → ℝ`. The hypothesis `ContDiffAt ℝ 4 E 0` says that it is four times continuously differentiable near $F=0$. Physically, the energy of the followed state varies smoothly with weak fields, without the kink that can appear at zero field when the lowest level is followed through a crossing there. This is assumed and not derived from a Hamiltonian.

In Lean 4 with Mathlib:

```lean
import Mathlib

open Filter Topology Asymptotics

namespace FiniteFieldPolarizability

noncomputable section
```

The dipole moment is $\mu(F)=-E'(F)$. A code that computes the dipole as an expectation value agrees with this definition when the Hellmann–Feynman theorem holds for its energies.

```lean
/-- The dipole moment at field `F`: minus the derivative of the energy with respect to the field. -/
def dipole (E : ℝ → ℝ) (F : ℝ) : ℝ := -deriv E F
```

The polarizability is $a=-E''(0)$.

```lean
/-- The static polarizability: minus the second derivative of the energy at zero field. -/
def polarizability (E : ℝ → ℝ) : ℝ := -iteratedDeriv 2 E 0
```

The second hyperpolarizability is $c=-E''''(0)$, with no factorial absorbed into it.

```lean
/-- The second hyperpolarizability: minus the fourth derivative of the energy at zero field. -/
def hyperpolarizability (E : ℝ → ℝ) : ℝ := -iteratedDeriv 4 E 0
```

For $F\neq0$, energies at three fields give the estimate

$$\alpha_E(F)=\frac{2E(0)-E(F)-E(-F)}{F^2}.$$

```lean
/-- The polarizability estimated from energies at fields `F`, `0` and `-F`, for `F ≠ 0`. -/
def energyEstimate (E : ℝ → ℝ) (F : ℝ) : ℝ := (2 * E 0 - E F - E (-F)) / F ^ 2
```

Dipoles at two fields give

$$\alpha_\mu(F)=\frac{\mu(F)-\mu(-F)}{2F}.$$

```lean
/-- The polarizability estimated from dipoles at fields `F` and `-F`, for `F ≠ 0`. -/
def dipoleEstimate (E : ℝ → ℝ) (F : ℝ) : ℝ := (dipole E F - dipole E (-F)) / (2 * F)
```

The notation $o(F^n)$ refers to $F\to0$ and is written `=o[𝓝 0]` in the code. Limits of the estimates are taken through nonzero fields, written `𝓝[≠] 0`.

## (a) Integrating a remainder

Let $g(0)=0$, and let $g$ have derivative $g'$ near zero with $g'(x)=o(x^n)$, where $n\ge0$ is an integer. Show that

$$g(x)=o(x^{n+1}).$$

**Solution.** Given $\varepsilon>0$, choose $\delta>0$ such that $g$ is differentiable with $|g'(y)|\le\varepsilon|y|^n$ whenever $|y|<\delta$. Fix $|x|<\delta$. Every $y$ with $|y|\le|x|$ satisfies $|g'(y)|\le\varepsilon|x|^n$, so the mean value inequality gives

$$|g(x)|=|g(x)-g(0)|\le\varepsilon|x|^n\,|x|=\varepsilon|x|^{n+1}.$$

In the code, `near` places these $y$ inside the $\delta$-ball, and `key` is the mean value inequality on the interval $[-|x|,|x|]$.

```lean
/-- If a quantity vanishes at zero field and its derivative near zero field is `o(F ^ n)`,
then the quantity itself is `o(F ^ (n + 1))`. -/
theorem isLittleO_of_deriv {g g' : ℝ → ℝ} {n : ℕ}
    (hg : ∀ᶠ x in 𝓝 (0 : ℝ), HasDerivAt g (g' x) x) (h0 : g 0 = 0)
    (ho : g' =o[𝓝 0] fun x : ℝ => x ^ n) :
    g =o[𝓝 0] fun x : ℝ => x ^ (n + 1) := by
  rw [isLittleO_iff]
  intro ε hε
  obtain ⟨δ, hδ, hb⟩ := Metric.eventually_nhds_iff.mp ((ho.def hε).and hg)
  filter_upwards [Metric.ball_mem_nhds (0 : ℝ) hδ] with x hx
  have near : ∀ y ∈ Metric.closedBall (0 : ℝ) ‖x‖, ‖y‖ ≤ ‖x‖ ∧ dist y 0 < δ := by
    intro y hy
    have h1 : ‖y‖ ≤ ‖x‖ := mem_closedBall_zero_iff.mp hy
    have h2 : ‖x‖ < δ := mem_ball_zero_iff.mp hx
    exact ⟨h1, by rw [dist_zero_right]; exact lt_of_le_of_lt h1 h2⟩
  -- mean value inequality on the interval of fields no stronger than `x`
  have key := Convex.norm_image_sub_le_of_norm_hasDerivWithin_le
    (f := g) (f' := g') (C := ε * ‖x‖ ^ n) (s := Metric.closedBall (0 : ℝ) ‖x‖)
    (x := 0) (y := x)
    (fun y hy => (hb (near y hy).2).2.hasDerivWithinAt)
    (fun y hy => by
      have h1 := (hb (near y hy).2).1
      rw [norm_pow] at h1
      have h2 : ‖y‖ ^ n ≤ ‖x‖ ^ n := pow_le_pow_left₀ (norm_nonneg y) (near y hy).1 n
      exact h1.trans (mul_le_mul_of_nonneg_left h2 hε.le))
    (convex_closedBall _ _)
    (mem_closedBall_zero_iff.mpr (by simp))
    (mem_closedBall_zero_iff.mpr le_rfl)
  rw [h0, sub_zero, sub_zero] at key
  rw [norm_pow, pow_succ, ← mul_assoc]
  exact key
```

## (b) Derivatives at opposite fields

Show that for all sufficiently small $F$ and $k=0,1,2,3$,

$$\frac{d}{dF}E^{(k)}(F)=E^{(k+1)}(F),\qquad \frac{d}{dF}\bigl[E^{(k)}(-F)\bigr]=-E^{(k+1)}(-F).$$

**Solution.** $E$ is four times continuously differentiable on some interval around zero, which may be taken symmetric. There each derivative of order below four can be differentiated once more, which is the first formula. The chain rule gives the second.

The code proves the first formula in `step`. The statements `ev` and `evn` supply the smoothness at $F$ and at $-F$.

```lean
/-- For an energy four times continuously differentiable near zero field, the derivatives of
order below four can be differentiated once more at all small fields `F` and `-F`. -/
theorem eventually_hasDerivAt {E : ℝ → ℝ} (hE : ContDiffAt ℝ 4 E 0) :
    ∀ᶠ F in 𝓝 (0 : ℝ), ∀ k : ℕ, k < 4 →
      HasDerivAt (iteratedDeriv k E) (iteratedDeriv (k + 1) E F) F ∧
      HasDerivAt (fun x => iteratedDeriv k E (-x)) (-iteratedDeriv (k + 1) E (-F)) F := by
  have step : ∀ x : ℝ, ContDiffAt ℝ 4 E x → ∀ k : ℕ, k < 4 →
      HasDerivAt (iteratedDeriv k E) (iteratedDeriv (k + 1) E x) x := by
    intro x hx k hk
    have h := ContDiffWithinAt.differentiableWithinAt_iteratedDerivWithin (m := k)
      (hx.contDiffWithinAt (s := Set.univ)) (by exact_mod_cast hk)
      (by simp [uniqueDiffOn_univ])
    rw [iteratedDerivWithin_univ, differentiableWithinAt_univ] at h
    rw [iteratedDeriv_succ]
    exact h.hasDerivAt
  have ev := hE.eventually (by simp)
  have evn := (continuous_neg.tendsto' (0 : ℝ) 0 neg_zero).eventually ev
  filter_upwards [ev, evn] with F h1 h2 k hk
  exact ⟨step F h1 k hk,
    ((step (-F) h2 k hk).comp F (hasDerivAt_neg F)).congr_deriv (by ring)⟩
```

## (c) Expanding the dipole difference

Show that

$$\mu(F)-\mu(-F)=2aF+\frac c3F^3+o(F^3).$$

**Solution.** Define three remainders:

$$\begin{aligned}
r_2(F)&=E'''(-F)-E'''(F)-2cF,\\
r_1(F)&=-E''(-F)-E''(F)-2a-cF^2,\\
r_0(F)&=E'(-F)-E'(F)-2aF-\tfrac c3F^3.
\end{aligned}$$

Since $E'''$ is differentiable at zero,

$$E'''(-F)-E'''(F)=-2E''''(0)F+o(F)=2cF+o(F),$$

so $r_2=o(F)$. By (b),

$$r_1'(F)=E'''(-F)-E'''(F)-2cF=r_2(F),$$

and $r_1(0)=-2E''(0)-2a=0$. Part (a) with $n=1$ gives $r_1=o(F^2)$. Likewise

$$r_0'(F)=-E''(-F)-E''(F)-2a-cF^2=r_1(F),\qquad r_0(0)=0,$$

so (a) with $n=2$ gives $r_0=o(F^3)$. Because $\mu=-E'$, this is the claim.

The bounds on $r_2$, $r_1$ and $r_0$ are `h2`, `h1` and `h0` in the code. The final lines rewrite first derivatives as dipoles.

```lean
/-- For an energy four times continuously differentiable near zero field, the dipole difference
between `F` and `-F` is `2 a F + c F³ / 3` up to `o(F³)`, with `a` the polarizability and `c`
the second hyperpolarizability. -/
theorem dipole_difference_expansion {E : ℝ → ℝ} (hE : ContDiffAt ℝ 4 E 0) :
    (fun F => dipole E F - dipole E (-F) - 2 * polarizability E * F
      - hyperpolarizability E / 3 * F ^ 3) =o[𝓝 0] fun F : ℝ => F ^ 3 := by
  have ev := eventually_hasDerivAt hE
  -- the third derivative is differentiable at zero field
  have h2 : (fun F => iteratedDeriv 3 E (-F) - iteratedDeriv 3 E F
      - 2 * hyperpolarizability E * F) =o[𝓝 0] fun F : ℝ => F ^ 1 := by
    obtain ⟨k, r⟩ := ev.self_of_nhds 3 (by norm_num)
    refine (hasDerivAt_iff_isLittleO.mp (r.fun_sub k)).congr (fun F => ?_) (fun F => by simp)
    simp only [neg_zero, sub_zero, smul_eq_mul, hyperpolarizability, Nat.reduceAdd]
    ring
  -- first integration
  have h1 : (fun F => -iteratedDeriv 2 E (-F) - iteratedDeriv 2 E F - 2 * polarizability E
      - hyperpolarizability E * F ^ 2) =o[𝓝 0] fun F : ℝ => F ^ 2 := by
    refine isLittleO_of_deriv (n := 1) ?_ ?_ h2
    · filter_upwards [ev] with F h
      have k : HasDerivAt (iteratedDeriv 2 E) (iteratedDeriv 3 E F) F := (h 2 (by norm_num)).1
      have r : HasDerivAt (fun x => iteratedDeriv 2 E (-x)) (-iteratedDeriv 3 E (-F)) F :=
        (h 2 (by norm_num)).2
      have p : HasDerivAt (fun x : ℝ => x ^ 2) (2 * F) F := by simpa using hasDerivAt_pow 2 F
      exact (((r.fun_neg.fun_sub k).sub_const (2 * polarizability E)).fun_sub
        (p.const_mul (hyperpolarizability E))).congr_deriv (by ring)
    · simp only [neg_zero, polarizability]
      ring
  -- second integration
  have h0 : (fun F => iteratedDeriv 1 E (-F) - iteratedDeriv 1 E F - 2 * polarizability E * F
      - hyperpolarizability E / 3 * F ^ 3) =o[𝓝 0] fun F : ℝ => F ^ 3 := by
    refine isLittleO_of_deriv (n := 2) ?_ ?_ h1
    · filter_upwards [ev] with F h
      have k : HasDerivAt (iteratedDeriv 1 E) (iteratedDeriv 2 E F) F := (h 1 (by norm_num)).1
      have r : HasDerivAt (fun x => iteratedDeriv 1 E (-x)) (-iteratedDeriv 2 E (-F)) F :=
        (h 1 (by norm_num)).2
      have p : HasDerivAt (fun x : ℝ => x ^ 3) (3 * F ^ 2) F := by
        simpa using hasDerivAt_pow 3 F
      exact (((r.fun_sub k).fun_sub ((hasDerivAt_id' F).const_mul (2 * polarizability E))).fun_sub
        (p.const_mul (hyperpolarizability E / 3))).congr_deriv (by ring)
    · simp only [neg_zero]
      ring
  refine h0.congr_left (fun F => ?_)
  simp only [dipole, iteratedDeriv_one]
  ring
```

## (d) Expanding the energy difference

Show that

$$2E(0)-E(F)-E(-F)=aF^2+\frac c{12}F^4+o(F^4).$$

**Solution.** Let

$$s(F)=2E(0)-E(F)-E(-F)-aF^2-\tfrac c{12}F^4.$$

Then $s(0)=0$ and

$$s'(F)=-E'(F)+E'(-F)-2aF-\tfrac c3F^3=r_0(F)=o(F^3).$$

Part (a) with $n=3$ gives $s=o(F^4)$.

The code applies `isLittleO_of_deriv` to the expansion from (c). The derivatives `k`, `r`, `p` and `q` are those of $E(F)$, $E(-F)$, $F^2$ and $F^4$.

```lean
/-- For an energy four times continuously differentiable near zero field, the energy difference
`2 E(0) - E(F) - E(-F)` is `a F² + c F⁴ / 12` up to `o(F⁴)`, with `a` the polarizability and
`c` the second hyperpolarizability. -/
theorem energy_difference_expansion {E : ℝ → ℝ} (hE : ContDiffAt ℝ 4 E 0) :
    (fun F => 2 * E 0 - E F - E (-F) - polarizability E * F ^ 2
      - hyperpolarizability E / 12 * F ^ 4) =o[𝓝 0] fun F : ℝ => F ^ 4 := by
  -- the derivative of the energy difference is the dipole difference
  refine isLittleO_of_deriv (n := 3) ?_ ?_ (dipole_difference_expansion hE)
  · filter_upwards [eventually_hasDerivAt hE] with F h
    have k : HasDerivAt E (deriv E F) F := by
      simpa only [iteratedDeriv_zero, zero_add, iteratedDeriv_one] using (h 0 (by norm_num)).1
    have r : HasDerivAt (fun x => E (-x)) (-deriv E (-F)) F := by
      simpa only [iteratedDeriv_zero, zero_add, iteratedDeriv_one] using (h 0 (by norm_num)).2
    have p : HasDerivAt (fun x : ℝ => x ^ 2) (2 * F) F := by simpa using hasDerivAt_pow 2 F
    have q : HasDerivAt (fun x : ℝ => x ^ 4) (4 * F ^ 3) F := by simpa using hasDerivAt_pow 4 F
    exact ((((k.const_sub (2 * E 0)).fun_sub r).fun_sub (p.const_mul (polarizability E))).fun_sub
      (q.const_mul (hyperpolarizability E / 12))).congr_deriv (by simp only [dipole]; ring)
  · simp only [neg_zero]
    ring
```

## (e) The two error coefficients

Show that, as nonzero $F$ tends to zero,

$$\frac{\alpha_E(F)-a}{F^2}\to\frac c{12},\qquad \frac{\alpha_\mu(F)-a}{F^2}\to\frac c6.$$

**Solution.** Dividing the expansions in (d) and (c) by $F^2$ and $2F$ gives, for $F\ne0$,

$$\frac{\alpha_E(F)-a}{F^2}=\frac c{12}+\frac{s(F)}{F^4},\qquad
\frac{\alpha_\mu(F)-a}{F^2}=\frac c6+\frac{r_0(F)}{2F^3}.$$

Both remainder terms tend to zero. In the code, `tendsto_div_nhds_zero` supplies these limits, and `field_simp` with `ring` verifies the two identities.

For finite-field polarizabilities in electronic-structure calculations, this compares the truncation errors at the same small field, for a smooth energy and one field component. It says nothing about incomplete self-consistency, whose effect on either quotient can grow as the field is reduced.

```lean
/-- For an energy four times continuously differentiable near zero field, the errors of the
energy-difference and dipole-difference polarizabilities, divided by `F²`, tend to `c / 12` and
`c / 6` as nonzero `F` tends to zero, where `c` is the second hyperpolarizability. -/
theorem finite_field_errors {E : ℝ → ℝ} (hE : ContDiffAt ℝ 4 E 0) :
    Tendsto (fun F => (energyEstimate E F - polarizability E) / F ^ 2) (𝓝[≠] 0)
      (𝓝 (hyperpolarizability E / 12)) ∧
    Tendsto (fun F => (dipoleEstimate E F - polarizability E) / F ^ 2) (𝓝[≠] 0)
      (𝓝 (hyperpolarizability E / 6)) := by
  constructor
  · have t := ((energy_difference_expansion hE).tendsto_div_nhds_zero.mono_left
      (nhdsWithin_le_nhds (s := {0}ᶜ))).add_const (hyperpolarizability E / 12)
    rw [zero_add] at t
    refine t.congr' ?_
    filter_upwards [self_mem_nhdsWithin] with F hF
    have hF' : F ≠ 0 := hF
    simp only [energyEstimate]
    field_simp
    ring
  · have t := (((dipole_difference_expansion hE).tendsto_div_nhds_zero.mono_left
      (nhdsWithin_le_nhds (s := {0}ᶜ))).div_const 2).add_const (hyperpolarizability E / 6)
    rw [zero_div, zero_add] at t
    refine t.congr' ?_
    filter_upwards [self_mem_nhdsWithin] with F hF
    have hF' : F ≠ 0 := hF
    simp only [dipoleEstimate]
    field_simp
    ring
```

## (f) The ratio of the errors

Let $c\ne0$. Show that, as nonzero $F$ tends to zero,

$$\frac{\alpha_\mu(F)-a}{\alpha_E(F)-a}\to2.$$

**Solution.** Divide numerator and denominator by $F^2$. By (e) they tend to $c/6$ and $c/12\neq0$, so the quotient tends to $(c/6)/(c/12)=2$. The code uses the quotient rule for limits, `hd.div he`, and then cancels $F^2$.

It is a mistake to state this ratio for every smooth energy. For $E(F)=-F^6$, a mathematical example and not a model of a real system, we have $a=c=0$, the errors are $\alpha_E(F)=2F^4$ and $\alpha_\mu(F)=6F^4$, and their ratio is $3$. Thus smoothness together with a nonzero energy-difference error at every $F\ne0$ is not enough.

```lean
/-- For an energy four times continuously differentiable near zero field, with nonzero second
hyperpolarizability, the ratio of the dipole-difference error to the energy-difference error
tends to two as nonzero `F` tends to zero. -/
theorem error_ratio_tendsto_two {E : ℝ → ℝ} (hE : ContDiffAt ℝ 4 E 0)
    (hc : hyperpolarizability E ≠ 0) :
    Tendsto (fun F => (dipoleEstimate E F - polarizability E) /
      (energyEstimate E F - polarizability E)) (𝓝[≠] 0) (𝓝 2) := by
  obtain ⟨he, hd⟩ := finite_field_errors hE
  have t := hd.div he (div_ne_zero hc (by norm_num))
  have h2 : hyperpolarizability E / 6 / (hyperpolarizability E / 12) = 2 := by
    rw [div_eq_iff (div_ne_zero hc (by norm_num))]
    ring
  rw [h2] at t
  refine t.congr' ?_
  filter_upwards [self_mem_nhdsWithin] with F hF
  exact div_div_div_cancel_right₀ (pow_ne_zero 2 hF) _ _
```

## (g) Cancelling the quadratic error

Show that, as nonzero $F$ tends to zero,

$$\frac{2\alpha_E(F)-\alpha_\mu(F)-a}{F^2}\to0.$$

**Solution.** The numerator equals $2(\alpha_E(F)-a)-(\alpha_\mu(F)-a)$. By (e), the quotient tends to $2c/12-c/6=0$. The code combines the two limits in the same way.

The combination needs only calculations at $F$, $0$ and $-F$, provided that the dipoles at $\pm F$ are available along with the energies.

```lean
/-- For an energy four times continuously differentiable near zero field, twice the
energy-difference estimate minus the dipole-difference estimate gives the polarizability with
an error that is `o(F²)` as nonzero `F` tends to zero. -/
theorem combined_estimate {E : ℝ → ℝ} (hE : ContDiffAt ℝ 4 E 0) :
    Tendsto (fun F => (2 * energyEstimate E F - dipoleEstimate E F - polarizability E) / F ^ 2)
      (𝓝[≠] 0) (𝓝 0) := by
  obtain ⟨he, hd⟩ := finite_field_errors hE
  have t := (he.const_mul 2).sub hd
  have h0 : 2 * (hyperpolarizability E / 12) - hyperpolarizability E / 6 = 0 := by ring
  rw [h0] at t
  exact t.congr (fun F => by ring)
```

## (h) A quartic energy at finite field

For real constants $e,m,a,b,c$, take

$$E(F)=e-mF-\frac a2F^2-\frac b6F^3-\frac c{24}F^4.$$

This is a model: the energy of a real system generally follows such a polynomial only approximately, at weak fields. In this part $a$ and $c$ denote these coefficients; differentiating at zero gives back their earlier meanings. The constants $e$ and $m$ are the energy and the dipole moment at zero field, and $b=-E'''(0)$ is the first hyperpolarizability.

```lean
/-- The model energy `e - m F - a F² / 2 - b F³ / 6 - c F⁴ / 24`, a quartic polynomial in the field
`F`. -/
def quarticEnergy (e m a b c F : ℝ) : ℝ :=
  e - m * F - a / 2 * F ^ 2 - b / 6 * F ^ 3 - c / 24 * F ^ 4
```

Show that for every $F\ne0$, however large,

$$\alpha_E(F)=a+\frac{cF^2}{12},\qquad \alpha_\mu(F)=a+\frac{cF^2}{6}.$$

**Solution.** The odd terms cancel in the energy difference:

$$2E(0)-E(F)-E(-F)=aF^2+\frac c{12}F^4.$$

Division by $F^2$ gives the first formula. The dipole is

$$\mu(F)=m+aF+\frac b2F^2+\frac c6F^3,$$

so its even terms cancel in

$$\mu(F)-\mu(-F)=2aF+\frac c3F^3.$$

Division by $2F$ gives the second formula. In the code, `d` computes $E'$, and `div_eq_iff` clears each nonzero denominator before `ring` compares the polynomials.

```lean
/-- For the quartic energy and any nonzero field, the energy-difference estimate is exactly
`a + c F² / 12` and the dipole-difference estimate is exactly `a + c F² / 6`. -/
theorem quartic_estimates (e m a b c : ℝ) {F : ℝ} (hF : F ≠ 0) :
    energyEstimate (quarticEnergy e m a b c) F = a + c * F ^ 2 / 12 ∧
    dipoleEstimate (quarticEnergy e m a b c) F = a + c * F ^ 2 / 6 := by
  have d : ∀ x, deriv (quarticEnergy e m a b c) x
      = -m - a * x - b / 2 * x ^ 2 - c / 6 * x ^ 3 := by
    intro x
    have p2 : HasDerivAt (fun x : ℝ => x ^ 2) (2 * x) x := by simpa using hasDerivAt_pow 2 x
    have p3 : HasDerivAt (fun x : ℝ => x ^ 3) (3 * x ^ 2) x := by simpa using hasDerivAt_pow 3 x
    have p4 : HasDerivAt (fun x : ℝ => x ^ 4) (4 * x ^ 3) x := by simpa using hasDerivAt_pow 4 x
    have h : HasDerivAt (quarticEnergy e m a b c)
        (-m - a * x - b / 2 * x ^ 2 - c / 6 * x ^ 3) x :=
      ((((((hasDerivAt_id' x).const_mul m).const_sub e).fun_sub (p2.const_mul (a / 2))).fun_sub
        (p3.const_mul (b / 6))).fun_sub (p4.const_mul (c / 24))).congr_deriv (by ring)
    exact h.deriv
  constructor
  · rw [energyEstimate, div_eq_iff (pow_ne_zero 2 hF)]
    simp only [quarticEnergy]
    ring
  · rw [dipoleEstimate, div_eq_iff (mul_ne_zero two_ne_zero hF)]
    simp only [dipole, d]
    ring

end

end FiniteFieldPolarizability
```

```lean
#print axioms FiniteFieldPolarizability.finite_field_errors
-- 'FiniteFieldPolarizability.finite_field_errors' depends on axioms: [propext, Classical.choice, Quot.sound]
#print axioms FiniteFieldPolarizability.error_ratio_tendsto_two
-- 'FiniteFieldPolarizability.error_ratio_tendsto_two' depends on axioms: [propext, Classical.choice, Quot.sound]
#print axioms FiniteFieldPolarizability.combined_estimate
-- 'FiniteFieldPolarizability.combined_estimate' depends on axioms: [propext, Classical.choice, Quot.sound]
#print axioms FiniteFieldPolarizability.quartic_estimates
-- 'FiniteFieldPolarizability.quartic_estimates' depends on axioms: [propext, Classical.choice, Quot.sound]
```
